# A ligand ring splits no ±m pair of an l shell if N > 2l, but can split ±l if N = 2l ≥ 2

Let a ligand field $V$ act on the levels $m=-l,\dots,l$, quantised along the axis of a ring of $N$ equal, evenly spaced ligands, and have the rotation and mirror symmetry of that ring. If $N>2l$, then $V$ is diagonal and $V_{mm}=V_{-m,-m}$. If $N=2l$ and $l\ge1$, then $|l\rangle\pm|-l\rangle$ are eigenvectors with eigenvalues $V_{ll}\pm V_{l,-l}$, and a ring of contact potentials makes them differ.

## Rotation and mirror on angular waves

The level $m$ stands for the wave $e^{im\varphi}$. The rotation is $R=\mathrm{diag}(e^{2\pi im/N})$. The mirror $\varphi\to-\varphi$ gives the matrix $P$ that exchanges $m$ and $-m$ without a sign. In a basis with Condon–Shortley phases, $V_{l,-l}$ acquires a factor $(-1)^l$.

For one electron in a single $l$ shell, these two symmetries tell a ligand-field calculation which matrix elements they force to vanish and which they force to be equal. Spin and mixing with other shells are left out.

## Which levels can couple

Entry by entry, $VR=RV$ reads
$$V_{mm'}e^{2\pi im'/N}=e^{2\pi im/N}V_{mm'}.$$
So $V_{mm'}\ne0$ requires $e^{2\pi i(m-m')/N}=1$. This means $(m-m')/N$ is an integer, so $N$ divides $m-m'$. Conversely, if every nonzero entry obeys this rule, $V$ commutes with $R$.

For the mirror, $(VP)_{mm'}=V_{m,-m'}$ and $(PV)_{mm'}=V_{-m,m'}$. Replacing $m'$ by $-m'$ turns their equality into $V_{mm'}=V_{-m,-m'}$.

Since $|m-m'|\le2l$, for $N>2l$ the only allowed multiple of $N$ is zero. Hence $V$ is diagonal, with equal entries at $\pm m$. Every such matrix satisfies both conditions, so this is an equivalence.

## The outermost pair at N = 2l

Now $m-m'=\pm2l$ is also allowed, and only $l$ and $-l$ are that far apart. Write $a=V_{ll}=V_{-l,-l}$ and $b=V_{l,-l}=V_{-l,l}$. For $s=\pm1$,
$$V(|l\rangle+s|-l\rangle)=(a+sb)|l\rangle+(b+sa)|-l\rangle=(a+sb)(|l\rangle+s|-l\rangle),$$
because $s^2=1$. The normalised states carry a factor $1/\sqrt2$. If $V$ is Hermitian, $V_{-l,l}=\overline{V_{l,-l}}$, so $b$ is real. The eigenvalues differ by $2b$, which symmetry allows to be zero.

For equal contact terms at $\varphi_k=2\pi k/N$, in units of one contact's strength (here its diagonal matrix element),
$$V_{mm'}=\sum_{k=0}^{N-1}z^k,\qquad z=e^{2\pi i(m'-m)/N}.$$
If $z=1$, the sum is $N$. Otherwise it is $(z^N-1)/(z-1)=0$. At $N=2l$ this gives $a=b=2l$, with eigenvalues $4l$ and $0$. The zero belongs to $\sin l\varphi$, which has a node at every ligand.

## Four ligands around a d shell

With $l=2$ and $N=4$, the $5\times5$ matrix has its diagonal and the entries $(2,-2)$ and $(-2,2)$. Diagonalising the block $\begin{pmatrix}a&b\\b&a\end{pmatrix}$ gives the angular forms $\cos2\varphi$ and $\sin2\varphi$, those of $d_{x^2-y^2}$ and $d_{xy}$ when the ligands lie on the axes. The contact model gives them $8$ and $0$. It omits the polar and radial factors of the orbitals. With point contacts these factors would rescale the $8$ but leave the $0$, since $d_{xy}$ vanishes at every ligand; ligands of finite extent would in general shift both levels.

## The statement in Lean

`Level l` is the set of integers from $-l$ to $l$, and `V m m'` is $V_{mm'}$. `RingSymmetric N V` assumes the two commutation relations; for `ligandRing` they are proved. Hermiticity is a hypothesis only in `coupling_real`. `pairState l s` is the unnormalised $|l\rangle+s|-l\rangle$.

```lean
import Mathlib

open Matrix

namespace LigandRingSplitting

noncomputable section

/-- The magnetic levels `m = -l, ..., l`. -/
abbrev Level (l : ℕ) := ↥(Finset.Icc (-(l : ℤ)) (l : ℤ))

variable {l N : ℕ}

/-- The mirror operation on labels, `m ↦ -m`. -/
def mirror (m : Level l) : Level l :=
  ⟨-m.1, by
    have h := Finset.mem_Icc.mp m.2
    exact Finset.mem_Icc.mpr ⟨by omega, by omega⟩⟩

/-- The highest level, `m = l`. -/
def highest (l : ℕ) : Level l :=
  ⟨(l : ℤ), Finset.mem_Icc.mpr ⟨by omega, le_refl _⟩⟩

/-- The phase `exp(2πi d/N)`, for `N ≥ 1`. -/
def phase (N : ℕ) (d : ℤ) : ℂ :=
  Complex.exp (2 * (Real.pi : ℂ) * Complex.I * (d : ℂ) / (N : ℂ))

/-- The `N`-fold rotation, `diag(exp(2πi m/N))`, for `N ≥ 1`. -/
def rotation (l N : ℕ) : Matrix (Level l) (Level l) ℂ :=
  Matrix.diagonal fun m => phase N m.1

/-- The matrix that exchanges the levels `m` and `-m`. -/
def mirrorMatrix (l : ℕ) : Matrix (Level l) (Level l) ℂ :=
  Matrix.of fun m m' => if m' = mirror m then 1 else 0

/-- `V` has the symmetry of a ring of `N ≥ 1` equal ligands: it commutes with the
`N`-fold rotation and with the mirror. -/
structure RingSymmetric (N : ℕ) (V : Matrix (Level l) (Level l) ℂ) : Prop where
  rot : V * rotation l N = rotation l N * V
  mir : V * mirrorMatrix l = mirrorMatrix l * V

/-- The combination `|l> + s |-l>` of the highest and the lowest level. -/
def pairState (l : ℕ) (s : ℂ) : Level l → ℂ :=
  Pi.single (highest l) 1 + s • Pi.single (mirror (highest l)) 1

/-- Equal contact terms at the angles `2πk/N`, `k = 0, ..., N-1`, taken between the
angular waves `exp(imφ)`, in units of the strength of one contact. -/
def ligandRing (l N : ℕ) : Matrix (Level l) (Level l) ℂ :=
  Matrix.of fun m m' => ∑ k ∈ Finset.range N, phase N (m'.1 - m.1) ^ k

/-- Reflecting a level twice restores it. -/
theorem mirror_mirror (m : Level l) : mirror (mirror m) = m :=
  Subtype.ext (neg_neg m.1)

/-- For `N ≥ 1` the phase `exp(2πi d/N)` is one exactly when `N` divides `d`. -/
theorem phase_eq_one_iff (hN : N ≠ 0) (d : ℤ) : phase N d = 1 ↔ (N : ℤ) ∣ d := by
  have hN' : (N : ℂ) ≠ 0 := Nat.cast_ne_zero.mpr hN
  rw [phase, Complex.exp_eq_one_iff]
  constructor
  · rintro ⟨n, hn⟩
    rw [div_eq_iff hN'] at hn
    have h : (d : ℂ) = (N : ℂ) * (n : ℂ) := by
      apply mul_left_cancel₀ Complex.two_pi_I_ne_zero
      linear_combination hn
    exact ⟨n, by exact_mod_cast h⟩
  · rintro ⟨n, rfl⟩
    refine ⟨n, ?_⟩
    rw [div_eq_iff hN']
    push_cast
    ring

/-- Selection rule: for `N ≥ 1`, `V` commutes with the `N`-fold rotation exactly when it
couples only levels whose `m` values differ by a multiple of `N`. -/
theorem commute_rotation_iff (hN : N ≠ 0) (V : Matrix (Level l) (Level l) ℂ) :
    V * rotation l N = rotation l N * V ↔
      ∀ m m', V m m' ≠ 0 → (N : ℤ) ∣ m.1 - m'.1 := by
  have key : ∀ m m', (V * rotation l N) m m' = (rotation l N * V) m m' ↔
      (V m m' ≠ 0 → (N : ℤ) ∣ m.1 - m'.1) := by
    intro m m'
    have hs : phase N m.1 = phase N m'.1 * phase N (m.1 - m'.1) := by
      unfold phase
      rw [← Complex.exp_add]
      congr 1
      push_cast
      ring
    have hp : phase N m'.1 ≠ 0 := Complex.exp_ne_zero _
    rw [rotation, Matrix.mul_diagonal, Matrix.diagonal_mul, ← phase_eq_one_iff hN, hs]
    constructor
    · intro h hV
      apply mul_left_cancel₀ (mul_ne_zero hp hV)
      linear_combination -h
    · intro h
      by_cases hV : V m m' = 0
      · simp [hV]
      · rw [h hV]
        ring
  constructor
  · intro h m m'
    exact (key m m').1 (by rw [h])
  · intro h
    ext m m'
    exact (key m m').2 (h m m')

/-- `V` commutes with the mirror exactly when its entries are unchanged on reversing the
sign of both labels. -/
theorem commute_mirror_iff (V : Matrix (Level l) (Level l) ℂ) :
    V * mirrorMatrix l = mirrorMatrix l * V ↔
      ∀ m m', V (mirror m) (mirror m') = V m m' := by
  have hL : ∀ m m', (V * mirrorMatrix l) m m' = V m (mirror m') := by
    intro m m'
    rw [Matrix.mul_apply, Finset.sum_eq_single (mirror m')]
    · simp [mirrorMatrix, mirror_mirror]
    · intro k _ hk
      have h : m' ≠ mirror k := fun h => hk (by rw [h, mirror_mirror])
      simp [mirrorMatrix, h]
    · simp
  have hR : ∀ m m', (mirrorMatrix l * V) m m' = V (mirror m) m' := by
    intro m m'
    simp [Matrix.mul_apply, mirrorMatrix]
  constructor
  · intro h m m'
    have h1 := congrFun (congrFun h m) (mirror m')
    rw [hL, hR, mirror_mirror] at h1
    exact h1.symm
  · intro h
    ext m m'
    rw [hL, hR, ← h m (mirror m'), mirror_mirror]

/-- For more than `2l` ligands, `V` has the ring symmetry exactly when it is diagonal in
`m` with equal entries for `m` and `-m`. -/
theorem ringSymmetric_iff_diagonal (hN : 2 * l < N) (V : Matrix (Level l) (Level l) ℂ) :
    RingSymmetric N V ↔
      (∀ m m', m ≠ m' → V m m' = 0) ∧ ∀ m, V (mirror m) (mirror m) = V m m := by
  have hN0 : N ≠ 0 := by omega
  constructor
  · intro hV
    refine ⟨fun m m' hne => ?_, fun m => (commute_mirror_iff V).1 hV.mir m m⟩
    by_contra h
    have hd := (commute_rotation_iff hN0 V).1 hV.rot m m' h
    have b := Finset.mem_Icc.mp m.2
    have b' := Finset.mem_Icc.mp m'.2
    -- two distinct levels are less than N apart
    rcases lt_trichotomy m.1 m'.1 with h1 | h1 | h1
    · have := Int.le_of_dvd (by omega) ((dvd_sub_comm).1 hd)
      omega
    · exact hne (Subtype.ext h1)
    · have := Int.le_of_dvd (by omega) hd
      omega
  · rintro ⟨hd, hm⟩
    refine ⟨(commute_rotation_iff hN0 V).2 ?_, (commute_mirror_iff V).2 ?_⟩
    · intro m m' h
      by_cases e : m = m'
      · simp [e]
      · exact absurd (hd m m' e) h
    · intro m m'
      by_cases e : m = m'
      · rw [e, hm]
      · have e' : mirror m ≠ mirror m' := fun h => e (by
          rw [← mirror_mirror m, h, mirror_mirror])
        rw [hd _ _ e, hd _ _ e']

/-- For a Hermitian `V` that commutes with the mirror, the coupling between `m` and `-m`
is real. -/
theorem coupling_real {V : Matrix (Level l) (Level l) ℂ} (hH : V.IsHermitian)
    (hV : V * mirrorMatrix l = mirrorMatrix l * V) (m : Level l) :
    (V m (mirror m)).im = 0 := by
  have h1 := (commute_mirror_iff V).1 hV m (mirror m)
  rw [mirror_mirror] at h1
  have h2 := hH.apply m (mirror m)
  rw [h1] at h2
  exact Complex.conj_eq_iff_im.1 h2

/-- For `2l` ligands, `l ≥ 1`, and `s = ±1`, the state `|l> + s |-l>` is a nonzero
eigenvector of every ring-symmetric `V`, with eigenvalue `V_(l,l) + s V_(l,-l)`. -/
theorem pair_eigenvector (hl : 1 ≤ l) {V : Matrix (Level l) (Level l) ℂ}
    (hV : RingSymmetric (2 * l) V) {s : ℂ} (hs : s ^ 2 = 1) :
    pairState l s ≠ 0 ∧ V *ᵥ pairState l s =
      (V (highest l) (highest l) + s * V (highest l) (mirror (highest l))) •
        pairState l s := by
  have ht : (highest l).1 = (l : ℤ) := rfl
  have hb : (mirror (highest l)).1 = -(l : ℤ) := rfl
  have hne : highest l ≠ mirror (highest l) := by
    intro h
    have := congrArg Subtype.val h
    omega
  have hval : ∀ m, pairState l s m = (if m = highest l then 1 else 0) +
      s * (if m = mirror (highest l) then 1 else 0) := by
    intro m
    simp [pairState, Pi.single_apply]
  have hmul : ∀ m, (V *ᵥ pairState l s) m =
      V m (highest l) + s * V m (mirror (highest l)) := by
    intro m
    simp [pairState, Matrix.mulVec_add, Matrix.mulVec_smul]
  have hsel := (commute_rotation_iff (by omega) V).1 hV.rot
  have hmir := (commute_mirror_iff V).1 hV.mir
  constructor
  · intro h
    have h1 := congrFun h (highest l)
    rw [hval, if_pos rfl, if_neg hne] at h1
    simp at h1
  · ext m
    rw [hmul, Pi.smul_apply, smul_eq_mul, hval]
    by_cases h1 : m = highest l
    · rw [h1, if_pos rfl, if_neg hne]
      ring
    by_cases h2 : m = mirror (highest l)
    · have e := hmir (highest l) (mirror (highest l))
      rw [mirror_mirror] at e
      rw [h2, if_neg hne.symm, if_pos rfl, e, hmir]
      linear_combination -V (highest l) (mirror (highest l)) * hs
    -- an inner level is coupled to neither member of the pair
    have b := Finset.mem_Icc.mp m.2
    have n1 : m.1 ≠ (l : ℤ) := fun h => h1 (Subtype.ext h)
    have n2 : m.1 ≠ -(l : ℤ) := fun h => h2 (Subtype.ext h)
    have z1 : V m (highest l) = 0 := by
      by_contra h
      have := Int.le_of_dvd (by omega) ((dvd_sub_comm).1 (hsel _ _ h))
      omega
    have z2 : V m (mirror (highest l)) = 0 := by
      by_contra h
      have := Int.le_of_dvd (by omega) (hsel _ _ h)
      omega
    rw [z1, z2, if_neg h1, if_neg h2]
    ring

/-- For `N ≥ 1` the ligand ring has entry `N` between levels that differ by a multiple of
`N`, and zero otherwise. -/
theorem ligandRing_apply (hN : N ≠ 0) (m m' : Level l) :
    ligandRing l N m m' = if (N : ℤ) ∣ m.1 - m'.1 then (N : ℂ) else 0 := by
  change ∑ k ∈ Finset.range N, phase N (m'.1 - m.1) ^ k = _
  split_ifs with h
  · rw [(phase_eq_one_iff hN _).2 ((dvd_sub_comm).1 h)]
    simp
  · have hz : phase N (m'.1 - m.1) ≠ 1 := fun e =>
      h ((dvd_sub_comm).1 ((phase_eq_one_iff hN _).1 e))
    have hN' : (N : ℂ) ≠ 0 := Nat.cast_ne_zero.mpr hN
    have hp : phase N (m'.1 - m.1) ^ N = 1 := by
      rw [phase, ← Complex.exp_nat_mul, Complex.exp_eq_one_iff]
      exact ⟨m'.1 - m.1, by field_simp⟩
    rw [geom_sum_eq hz, hp, sub_self, zero_div]

/-- For `N ≥ 1` the ligand ring is Hermitian and has the ring symmetry. -/
theorem ligandRing_symmetric (hN : N ≠ 0) :
    (ligandRing l N).IsHermitian ∧ RingSymmetric N (ligandRing l N) := by
  have swap : ∀ m m', ligandRing l N m' m = ligandRing l N m m' := by
    intro m m'
    rw [ligandRing_apply hN, ligandRing_apply hN]
    by_cases h : (N : ℤ) ∣ m.1 - m'.1
    · rw [if_pos h, if_pos ((dvd_sub_comm).1 h)]
    · rw [if_neg h, if_neg (fun x => h ((dvd_sub_comm).1 x))]
  refine ⟨?_, (commute_rotation_iff hN _).2 ?_, (commute_mirror_iff _).2 ?_⟩
  · ext m m'
    rw [Matrix.conjTranspose_apply, swap m m', ligandRing_apply hN]
    split_ifs <;> simp
  · intro m m' h
    by_contra hd
    exact h (by rw [ligandRing_apply hN, if_neg hd])
  · intro m m'
    have e : (mirror m).1 - (mirror m').1 = m'.1 - m.1 := by
      change -m.1 - -m'.1 = _
      ring
    rw [← swap m m', ligandRing_apply hN, ligandRing_apply hN, e]

/-- A ring of `2l` ligands, `l ≥ 1`, couples `l` to `-l` and splits the pair: `|l> + |-l>`
has eigenvalue `4l` and `|l> - |-l>` has eigenvalue zero. -/
theorem ligandRing_splits (hl : 1 ≤ l) :
    ligandRing l (2 * l) (highest l) (mirror (highest l)) ≠ 0 ∧
      ligandRing l (2 * l) *ᵥ pairState l 1 = (4 * (l : ℂ)) • pairState l 1 ∧
      ligandRing l (2 * l) *ᵥ pairState l (-1) = 0 := by
  have hN : 2 * l ≠ 0 := by omega
  have hV := (ligandRing_symmetric (l := l) hN).2
  have haa : ligandRing l (2 * l) (highest l) (highest l) = ((2 * l : ℕ) : ℂ) := by
    rw [ligandRing_apply hN, if_pos (by simp)]
  have hab : ligandRing l (2 * l) (highest l) (mirror (highest l)) =
      ((2 * l : ℕ) : ℂ) := by
    rw [ligandRing_apply hN, if_pos]
    refine ⟨1, ?_⟩
    change (l : ℤ) - -(l : ℤ) = _
    push_cast
    ring
  refine ⟨?_, ?_, ?_⟩
  · rw [hab]
    exact Nat.cast_ne_zero.mpr hN
  · rw [(pair_eigenvector hl hV (s := 1) (by norm_num)).2, haa, hab]
    congr 1
    push_cast
    ring
  · rw [(pair_eigenvector hl hV (s := -1) (by norm_num)).2, haa, hab,
      neg_one_mul, add_neg_cancel, zero_smul]

end

end LigandRingSplitting
```

```lean
#print axioms LigandRingSplitting.ringSymmetric_iff_diagonal
-- 'LigandRingSplitting.ringSymmetric_iff_diagonal' depends on axioms: [propext, Classical.choice, Quot.sound]
#print axioms LigandRingSplitting.coupling_real
-- 'LigandRingSplitting.coupling_real' depends on axioms: [propext, Classical.choice, Quot.sound]
#print axioms LigandRingSplitting.ligandRing_splits
-- 'LigandRingSplitting.ligandRing_splits' depends on axioms: [propext, Classical.choice, Quot.sound]
```

## From matrix entries to eigenvectors

`phase_eq_one_iff` settles when a phase is one. In `commute_rotation_iff`, `key` compares single entries and cancels the nonzero factors. `commute_mirror_iff` computes the two products as `hL` and `hR`.

`ringSymmetric_iff_diagonal` orders two levels with `lt_trichotomy`. If they differ, `Int.le_of_dvd` makes their distance at least $N$, and `omega` finds the contradiction. The reverse direction checks both entry rules. `coupling_real` combines the mirror rule with Hermiticity.

`pair_eigenvector` first shows that the state is nonzero, then checks the eigenvalue equation at $l$, at $-l$ and at the inner levels. The case $-l$ uses $s^2=1$ through `hs`; at inner levels the selection rule makes both couplings vanish.

`ligandRing_apply` sums the geometric series with `geom_sum_eq`. `ligandRing_symmetric` reads Hermiticity and both symmetries off the resulting entries, and `ligandRing_splits` inserts $a=b=2l$ into the pair formula.
